# A curvature bound on a local exchange-correlation potential limits the transfer error of a model core

When I generate a pseudopotential with a nonlinear core correction, I replace the true core density near the nucleus by a smoother model core that my basis or grid can represent. I unscreen the potential with that model core in the reference atom, and I add the same model core back in the molecule or solid. At the reference valence density the replacement cancels. Away from it, an error remains, because the exchange-correlation potential is not linear in the density.

I expect this error to be second order: proportional to the change of the valence density and also to the mismatch between the two cores. For a local potential $v$ with $|v''|\le L$ over the relevant densities, I would write the bound as $L\,|n-n_0|\,|m-c|$. Can this be made rigorous, with the hypotheses spelled out, and checked by machine in Lean 4?

## Two density differences, two mean value estimates

Yes. The bound holds with exactly that constant, and it takes two applications of the mean value theorem.

Fix a point in space. Let $n_0$ be the valence density there in the reference atom, $n$ the valence density in the new environment, $c\ge 0$ the true core density and $m\ge 0$ the model core density. Unscreening subtracts $v(n_0+m)$ and the later calculation adds $v(n+m)$, so the net contribution is the shift $v(n+m)-v(n_0+m)$. With the true core it would be $v(n+c)-v(n_0+c)$. The transfer error is the difference of the two shifts:

$$E=[v(n+m)-v(n_0+m)]-[v(n+c)-v(n_0+c)].$$

Assume that $v$ is twice differentiable on $[a,\infty)$, that $|v''|\le L$ there, and that $n,n_0\ge a$.

First, take two densities $x,y\ge a$. The mean value theorem for $v'$ gives $v'(y)-v'(x)=v''(\xi)(y-x)$ for some $\xi$ between them, hence

$$|v'(y)-v'(x)|\le L\,|y-x|.$$

Next, regroup the four terms of $E$ by valence density instead of by core. With the effect of replacing the core written as

$$g(t)=v(t+m)-v(t+c),$$

the error is $E=g(n)-g(n_0)$. For $t\ge a$ both $t+m$ and $t+c$ are at least $a$, because the cores are nonnegative. The first estimate therefore applies to the derivative of $g$:

$$|g'(t)|=|v'(t+m)-v'(t+c)|\le L\,|m-c|.$$

Finally, the mean value theorem for $g$ between $n_0$ and $n$ gives

$$|E|=|g(n)-g(n_0)|\le L\,|m-c|\,|n-n_0|.$$

The constant is sharp for this class of potentials. For $v(x)=\tfrac{L}{2}x^2$ with $L\ge 0$, the second derivative is $L$ everywhere, and

$$E=\tfrac L2\left[(n^2-n_0^2)+2m(n-n_0)\right]-\tfrac L2\left[(n^2-n_0^2)+2c(n-n_0)\right]=L(n-n_0)(m-c).$$

## From one density value to a grid and to local exchange

A model core is often constructed to agree with the true core outside some radius. Let $i$ label the grid points, let $w_i\ge 0$ be their weights, and let $S$ be a set of points outside which $m_i=c_i$. Where the cores agree, the two shifts are identical and $E_i=0$. The triangle inequality and the pointwise bound then give

$$\Big|\sum_i w_iE_i\Big|=\Big|\sum_{i\in S}w_iE_i\Big|\le\sum_{i\in S}w_i|E_i|\le L\sum_{i\in S}w_i\,|n_i-n_{0,i}|\,|m_i-c_i|.$$

If $w_i$ is a quadrature weight times $|\psi_i|^2$ for a normalised orbital $\psi$, the left side approximates the size of the expectation value of the potential error in that orbital.

For local exchange, $v(n)=-k\,n^{1/3}$ with $k\ge 0$. The constant $k$ sets the strength of exchange in the uniform electron gas; for the unpolarised gas in Hartree atomic units it is $(3/\pi)^{1/3}$. Differentiating twice,

$$v'(n)=-\tfrac k3\,n^{-2/3},\qquad v''(n)=\tfrac{2k}{9}\,n^{-5/3}.$$

The second derivative is nonnegative and does not increase with $n$, so on $[a,\infty)$ with $a>0$ it is at most its value at $a$. This gives $L=\tfrac{2k}{9}a^{-5/3}$. For $k>0$ the constant grows without limit as $a\to 0$, so the bound can be weak where the valence density is low and the cores differ.

## The Lean file

```lean
import Mathlib

open Set

namespace NonlinearCoreCorrection

noncomputable section

/-- Change of the local exchange-correlation potential `v` when the valence density goes
from the reference value `n0` to `n` on top of a fixed core density `core`. -/
def transferShift (v : ℝ → ℝ) (core n0 n : ℝ) : ℝ :=
  v (n + core) - v (n0 + core)

/-- Transfer error of the nonlinear core correction: the shift computed with the model core `m`
minus the shift computed with the true core `c`. -/
def transferError (v : ℝ → ℝ) (c m n0 n : ℝ) : ℝ :=
  transferShift v m n0 n - transferShift v c n0 n

/-- Local exchange potential `-k n^(1/3)` as a function of the density `n`. -/
def exchangePotential (k n : ℝ) : ℝ := -k * n ^ (1 / 3 : ℝ)

/-- If the second derivative of the potential is bounded by `L` on `[a, ∞)`, its first derivative
changes by at most `L` times the change of density. -/
theorem slope_change_le {v' v'' : ℝ → ℝ} {a L x y : ℝ}
    (h2 : ∀ t ∈ Ici a, HasDerivWithinAt v' (v'' t) (Ici a) t)
    (hL : ∀ t ∈ Ici a, |v'' t| ≤ L) (hx : a ≤ x) (hy : a ≤ y) :
    |v' y - v' x| ≤ L * |y - x| :=
  (convex_Ici a).norm_image_sub_le_of_norm_hasDerivWithin_le h2 hL hx hy

/-- Over a fixed nonnegative core density, the derivative of the potential with respect to the
valence density is `v'` at the total density. -/
theorem hasDeriv_over_core {v v' : ℝ → ℝ} {a core x : ℝ}
    (h1 : ∀ t ∈ Ici a, HasDerivWithinAt v (v' t) (Ici a) t)
    (hcore : 0 ≤ core) (hx : a ≤ x) :
    HasDerivWithinAt (fun t => v (t + core)) (v' (x + core)) (Ici a) x := by
  have hs : HasDerivWithinAt (fun t : ℝ => t + core) 1 (Ici a) x :=
    (hasDerivWithinAt_id x (Ici a)).add_const core
  have hmaps : MapsTo (fun t : ℝ => t + core) (Ici a) (Ici a) := by
    intro t ht
    have ht' : a ≤ t := ht
    show a ≤ t + core
    linarith
  have hv : HasDerivWithinAt v (v' (x + core)) (Ici a) (x + core) := h1 _ (hmaps hx)
  exact (hv.comp_of_eq x hs hmaps rfl).congr_deriv (mul_one _)

/-- If the second derivative of the potential is at most `L` in absolute value on `[a, ∞)`, both
core densities are nonnegative and both valence densities are at least `a`, then the absolute value
of the transfer error is at most `L` times the size of the valence density change times the size of
the deviation of the model core from the true core. -/
theorem abs_transferError_le {v v' v'' : ℝ → ℝ} {a L c m n0 n : ℝ}
    (h1 : ∀ t ∈ Ici a, HasDerivWithinAt v (v' t) (Ici a) t)
    (h2 : ∀ t ∈ Ici a, HasDerivWithinAt v' (v'' t) (Ici a) t)
    (hL : ∀ t ∈ Ici a, |v'' t| ≤ L)
    (hc : 0 ≤ c) (hm : 0 ≤ m) (hn0 : a ≤ n0) (hn : a ≤ n) :
    |transferError v c m n0 n| ≤ L * |n - n0| * |m - c| := by
  -- the effect of replacing the core, as a function of the valence density
  have hg : ∀ t ∈ Ici a, HasDerivWithinAt (fun t => v (t + m) - v (t + c))
      (v' (t + m) - v' (t + c)) (Ici a) t := fun t ht =>
    (hasDeriv_over_core h1 hm ht).fun_sub (hasDeriv_over_core h1 hc ht)
  -- its slope is controlled by the core deviation
  have hb : ∀ t ∈ Ici a, |v' (t + m) - v' (t + c)| ≤ L * |m - c| := by
    intro t ht
    have ht' : a ≤ t := ht
    have h := slope_change_le h2 hL (x := t + c) (y := t + m) (by linarith) (by linarith)
    rwa [show t + m - (t + c) = m - c by ring] at h
  -- mean value inequality between the two valence densities
  have key : |(v (n + m) - v (n + c)) - (v (n0 + m) - v (n0 + c))|
      ≤ L * |m - c| * |n - n0| :=
    (convex_Ici a).norm_image_sub_le_of_norm_hasDerivWithin_le hg hb hn0 hn
  have e : transferError v c m n0 n
      = (v (n + m) - v (n + c)) - (v (n0 + m) - v (n0 + c)) := by
    unfold transferError transferShift
    ring
  rw [e]
  calc _ ≤ L * |m - c| * |n - n0| := key
    _ = L * |n - n0| * |m - c| := by ring

/-- For the quadratic potential `L x^2 / 2` with `L ≥ 0`, the transfer error has absolute value
exactly `L |n - n0| |m - c|`. -/
theorem abs_transferError_quadratic {L : ℝ} (hL : 0 ≤ L) (c m n0 n : ℝ) :
    |transferError (fun x => L / 2 * x ^ 2) c m n0 n| = L * |n - n0| * |m - c| := by
  have e : transferError (fun x => L / 2 * x ^ 2) c m n0 n = L * (n - n0) * (m - c) := by
    unfold transferError transferShift
    ring
  rw [e, abs_mul, abs_mul, abs_of_nonneg hL]

/-- Assume the hypotheses of `abs_transferError_le` at every grid point. With nonnegative weights
`w`, if the model core equals the true core outside the region `S`, the weighted sum of transfer
errors is bounded by a sum over `S` alone. -/
theorem abs_sum_transferError_le {ι : Type*} [Fintype ι] {v v' v'' : ℝ → ℝ} {a L : ℝ}
    (h1 : ∀ t ∈ Ici a, HasDerivWithinAt v (v' t) (Ici a) t)
    (h2 : ∀ t ∈ Ici a, HasDerivWithinAt v' (v'' t) (Ici a) t)
    (hL : ∀ t ∈ Ici a, |v'' t| ≤ L)
    (w c m n0 n : ι → ℝ) (S : Finset ι)
    (hw : ∀ i, 0 ≤ w i) (hc : ∀ i, 0 ≤ c i) (hm : ∀ i, 0 ≤ m i)
    (hn0 : ∀ i, a ≤ n0 i) (hn : ∀ i, a ≤ n i) (hS : ∀ i, i ∉ S → m i = c i) :
    |∑ i, w i * transferError v (c i) (m i) (n0 i) (n i)|
      ≤ L * ∑ i ∈ S, w i * (|n i - n0 i| * |m i - c i|) := by
  -- grid points outside the core region do not contribute
  have hsum : ∑ i ∈ S, w i * transferError v (c i) (m i) (n0 i) (n i)
      = ∑ i, w i * transferError v (c i) (m i) (n0 i) (n i) := by
    apply Finset.sum_subset (Finset.subset_univ S)
    intro i _ hi
    rw [hS i hi, transferError, sub_self, mul_zero]
  rw [← hsum, Finset.mul_sum]
  refine (Finset.abs_sum_le_sum_abs _ _).trans (Finset.sum_le_sum fun i _ => ?_)
  rw [abs_mul, abs_of_nonneg (hw i)]
  calc w i * |transferError v (c i) (m i) (n0 i) (n i)|
      ≤ w i * (L * |n i - n0 i| * |m i - c i|) :=
        mul_le_mul_of_nonneg_left
          (abs_transferError_le h1 h2 hL (hc i) (hm i) (hn0 i) (hn i)) (hw i)
    _ = L * (w i * (|n i - n0 i| * |m i - c i|)) := by ring

/-- For the local exchange potential `-k n^(1/3)` with `k ≥ 0`, nonnegative core densities and
valence densities of at least `a > 0`, the absolute value of the transfer error is bounded with the
constant `(2k/9) a^(-5/3)`. -/
theorem abs_transferError_exchange_le {k a c m n0 n : ℝ} (hk : 0 ≤ k) (ha : 0 < a)
    (hc : 0 ≤ c) (hm : 0 ≤ m) (hn0 : a ≤ n0) (hn : a ≤ n) :
    |transferError (exchangePotential k) c m n0 n|
      ≤ 2 * k / 9 * a ^ (-(5 / 3) : ℝ) * |n - n0| * |m - c| := by
  have hpos : ∀ t ∈ Ici a, 0 < t := fun t ht => lt_of_lt_of_le ha ht
  refine abs_transferError_le (a := a)
    (v' := fun t => -k * (1 / 3 * t ^ (-(2 / 3) : ℝ)))
    (v'' := fun t => 2 * k / 9 * t ^ (-(5 / 3) : ℝ)) ?_ ?_ ?_ hc hm hn0 hn
  · intro t ht
    have h := (Real.hasDerivAt_rpow_const (x := t) (p := (1 / 3 : ℝ))
      (Or.inl (hpos t ht).ne')).const_mul (-k)
    rw [show (1 / 3 : ℝ) - 1 = -(2 / 3) by norm_num] at h
    exact h.hasDerivWithinAt
  · intro t ht
    have h := ((Real.hasDerivAt_rpow_const (x := t) (p := (-(2 / 3) : ℝ))
      (Or.inl (hpos t ht).ne')).const_mul (1 / 3 : ℝ)).const_mul (-k)
    rw [show (-(2 / 3) : ℝ) - 1 = -(5 / 3) by norm_num] at h
    exact (h.congr_deriv (by ring)).hasDerivWithinAt
  · -- the curvature is largest at the lowest density
    intro t ht
    have ht0 := hpos t ht
    have hmono : t ^ (-(5 / 3) : ℝ) ≤ a ^ (-(5 / 3) : ℝ) :=
      Real.rpow_le_rpow_of_nonpos ha ht (by norm_num)
    have hnn : 0 ≤ 2 * k / 9 * t ^ (-(5 / 3) : ℝ) := by positivity
    show |2 * k / 9 * t ^ (-(5 / 3) : ℝ)| ≤ 2 * k / 9 * a ^ (-(5 / 3) : ℝ)
    rw [abs_of_nonneg hnn]
    exact mul_le_mul_of_nonneg_left hmono (by positivity)

end

end NonlinearCoreCorrection
```

```lean
#print axioms NonlinearCoreCorrection.abs_transferError_quadratic
-- 'NonlinearCoreCorrection.abs_transferError_quadratic' depends on axioms: [propext, Classical.choice, Quot.sound]
#print axioms NonlinearCoreCorrection.abs_sum_transferError_le
-- 'NonlinearCoreCorrection.abs_sum_transferError_le' depends on axioms: [propext, Classical.choice, Quot.sound]
#print axioms NonlinearCoreCorrection.abs_transferError_exchange_le
-- 'NonlinearCoreCorrection.abs_transferError_exchange_le' depends on axioms: [propext, Classical.choice, Quot.sound]
```

## What the theorems say about the densities

The potential is a function `v : ℝ → ℝ` of one density value. `transferShift v core n0 n` is the change of the potential over a fixed core, and `transferError v c m n0 n` is the shift with the model core minus the shift with the true core. The argument order is true core first, model core second.

The main theorem is `abs_transferError_le`. Its hypotheses correspond to the physics as follows.

- `h1` and `h2` say that `v'` is the derivative of `v`, and `v''` the derivative of `v'`, at every point of `Ici a`, which is the interval $[a,\infty)$. `HasDerivWithinAt` makes this a one-sided derivative at the endpoint $a$, so nothing is required of the potential below $a$. The second derivative need not be continuous.
- `hL` is the curvature bound. It is assumed for a general potential and derived only for local exchange.
- `hc` and `hm` make both core densities nonnegative. The value $m=0$ is allowed and describes a pseudopotential generated without a core correction, for which the bound reads $L\,|n-n_0|\,c$.
- `hn0` and `hn` put both valence densities at or above the floor $a$.

`abs_transferError_quadratic` is the equality for the quadratic potential, and it holds for all real values of the four densities. `abs_sum_transferError_le` is the grid statement: the index type `ι` is a finite set of points, and `hS` says that the cores agree outside `S`. The floor $a$ on the valence densities and the nonnegativity of the cores are assumed at every grid point, including those outside `S`. `abs_transferError_exchange_le` is the bound for `exchangePotential k`, with the explicit constant and the requirement $a>0$.

For pseudopotential calculations with a frozen core and a local, spin-unpolarised functional whose potential is twice differentiable with $|v''|\le L$ on $[a,\infty)$, and for valence densities at or above $a$, the result bounds this error in the exchange-correlation potential by a product of two factors, apart from the constant: how far the environment moves the valence density, and how far the model core departs from the true one. It is a narrower statement than transferability of a Louie–Froyen–Cohen pseudopotential. Gradient corrections and spin polarisation are absent. The same $n$ and $n_0$ enter both shifts, so neither the self-consistent response of the valence density to the changed core nor the difference between pseudo and all-electron valence densities is included.

## How the Lean proof follows the derivation

`slope_change_le` is the first estimate, $|v'(y)-v'(x)|\le L|y-x|$. It applies Mathlib's mean value inequality on a convex set, here the half-line `Ici a`. That inequality is stated with norms, which for real numbers are absolute values, and it produces the bound directly without naming an intermediate point $\xi$.

`hasDeriv_over_core` supplies the derivative of $t\mapsto v(t+\text{core})$, namely $v'(t+\text{core})$. This is the chain rule with inner derivative 1. Since the derivative of `v` is known only within $[a,\infty)$, Lean also needs to know that adding the core maps this interval into itself. That is `hmaps`, and it is where this lemma uses nonnegativity of the core.

The proof of `abs_transferError_le` then has four parts:

1. `hg` differentiates $g(t)=v(t+m)-v(t+c)$ by using the previous lemma once for each core and subtracting.
2. `hb` bounds that derivative by $L|m-c|$. It calls `slope_change_le` at the densities $t+c$ and $t+m$, which are at least $a$ because the cores are nonnegative, and simplifies their difference to $m-c$.
3. `key` applies the mean value inequality a second time, now to $g$ between $n_0$ and $n$.
4. `e` is the regrouping $E=g(n)-g(n_0)$, proved by unfolding the definitions and calling `ring`. The closing `calc` only reorders the factors.

For the quadratic potential, `ring` verifies $E=L(n-n_0)(m-c)$, and the absolute value is taken factor by factor.

In the grid theorem, `hsum` shows that the sum over `S` equals the sum over all points. Outside `S`, rewriting the model core as the true core turns the transfer error into a quantity minus itself. `Finset.abs_sum_le_sum_abs` is the triangle inequality, and each remaining term is bounded by the main theorem multiplied by its nonnegative weight.

The exchange theorem hands the two explicit derivatives to the main theorem and leaves three goals. The first two are the power rule, `Real.hasDerivAt_rpow_const`, which applies because every density in the interval is positive. The third is the curvature bound: `Real.rpow_le_rpow_of_nonpos` states that a power with a nonpositive exponent does not increase with its base, so $t^{-5/3}\le a^{-5/3}$ for $t\ge a$.

## A floor on the total density instead of the valence density

The statement could also have been modelled with the floor placed on the total densities: require $n+c$, $n+m$, $n_0+c$ and $n_0+m$ all to be at least $a$, and drop the separate conditions on valence and core. The bound would keep its form. To see this, put $\mu=\min(c,m)$ and count $\mu$ as part of the valence density. The new valence densities $n+\mu$ and $n_0+\mu$ are at least $a$, the new cores $c-\mu$ and $m-\mu$ are nonnegative, and neither $E$ nor the differences $n-n_0$ and $m-c$ have changed. The hypotheses of `abs_transferError_le` are then met.

The gain would be in the constant. Near a nucleus the valence pseudo-density can be small while both cores are substantial. At such points a floor on the total density could be set much higher, and for local exchange the factor $a^{-5/3}$ in the pointwise bound would shrink accordingly. The price is a hypothesis that mixes valence and core densities, so a floor found for one model core may fail for another. In the version in the file, one lower bound on the valence density serves for every nonnegative model core.
